# Coulomb moment of a cut-off model hole: first-order response at fixed charge

To find how the exchange energy of a model hole responds when its shape changes and its cutoff moves to keep one electron's charge, we let the hole change along a straight line, \(a+tb\). Here \(a(u)\) is the spherically averaged model exchange hole at electron separation \(u\), before it is cut off. Its sign is reversed, so that the charge inside the cutoff is \(+1\). The function \(b(u)\) is the perturbation and \(t\) its strength. A hole that depends nonlinearly on the chosen parameter \(t\) must first be linearized to take this form, and the hypotheses do not supply that step.

For a cutoff radius \(R\), write

\[
M_k[f](R)=\int_0^R 4\pi u^k f(u)\,du .
\]

The charge is \(M_2\). The Coulomb moment is \(M_1\), and in Hartree atomic units the exchange energy per electron is \(-\tfrac12 M_1\).

```lean
import Mathlib

open Real Set Filter Topology

namespace RealSpaceCutoff

noncomputable section
```

In Lean, \(M_k[f](R)\) is `radialMoment k f R`.

```lean
/-- The radial moment `∫₀ᴿ 4π uᵏ f(u) du` of a spherical hole `f` cut off at `R`.
For `k = 2` it is the hole charge, for `k = 1` the Coulomb moment. -/
def radialMoment (k : ℕ) (f : ℝ → ℝ) (R : ℝ) : ℝ :=
  ∫ u in (0 : ℝ)..R, 4 * π * u ^ k * f u
```

The changed hole \(a+tb\) is `perturbedHole a b t`.

```lean
/-- The model hole `a` with a perturbation `b` of strength `t`. -/
def perturbedHole (a b : ℝ → ℝ) (t u : ℝ) : ℝ := a u + t * b u
```

Both functions are defined on all of \(\mathbb R\), but continuity is required only on `Ici 0`, that is \([0,\infty)\). The initial cutoff is \(R_0\) (`R0`). From part (e) on, `R` is a function \(R(t)\), and `r` is its slope at \(t=0\), not a radius. Only in the pairs \((t,R)\) of (f) is \(R\) a number, a trial cutoff. The quantifier `∀ᶠ t in 𝓝 0` means "for all \(t\) close enough to 0".

## (a) Continuity of the radial integrand

Let \(f\) be continuous on \([0,\infty)\). Show that the integrand is too:

\[
g_k(u)=4\pi u^k f(u),\qquad g_k\in C([0,\infty)).
\]

**Solution.** It is the product of a polynomial and \(f\), both continuous there.

```lean
variable {a b f R : ℝ → ℝ} {R0 r : ℝ}

lemma continuousOn_integrand (k : ℕ) (hf : ContinuousOn f (Ici 0)) :
    ContinuousOn (fun u => 4 * π * u ^ k * f u) (Ici 0) := by
  have h : Continuous (fun u : ℝ => 4 * π * u ^ k) := by fun_prop
  exact h.continuousOn.mul hf
```

## (b) Finite moments

For \(R_0\ge 0\), show that

\[
\int_0^{R_0}|g_k(u)|\,du<\infty .
\]

**Solution.** By (a), \(|g_k|\) has a maximum on the closed interval \([0,R_0]\), so the integral is at most \(R_0\max|g_k|\).

```lean
lemma integrable_integrand (k : ℕ) (hf : ContinuousOn f (Ici 0)) (hR : 0 ≤ R0) :
    IntervalIntegrable (fun u => 4 * π * u ^ k * f u) MeasureTheory.volume 0 R0 := by
  apply ContinuousOn.intervalIntegrable
  rw [uIcc_of_le hR]
  exact (continuousOn_integrand k hf).mono (fun u hu => hu.1)
```

## (c) Moving the cutoff

For \(R_0>0\), find the rate at which a moment changes with its cutoff:

\[
\frac{dM_k[f]}{dR}\bigg|_{R_0}=4\pi R_0^k f(R_0).
\]

**Solution.** For two different cutoffs \(R',R''\) near \(R_0\), the quotient \((M_k(R')-M_k(R''))/(R'-R'')\) is the mean of \(g_k\) between them. It tends to \(g_k(R_0)\) as both approach \(R_0\). Because both points may move, this is a strict derivative, which the inverse function theorem needs in (f).

```lean
/-- Moving a positive cutoff changes a moment of a continuous hole at the rate given by
the integrand at the cutoff. -/
theorem radialMoment_hasStrictDerivAt (k : ℕ) (hf : ContinuousOn f (Ici 0)) (hR : 0 < R0) :
    HasStrictDerivAt (radialMoment k f) (4 * π * R0 ^ k * f R0) R0 := by
  have hc := continuousOn_integrand k hf
  exact intervalIntegral.integral_hasStrictDerivAt_right (integrable_integrand k hf hR.le)
    (ContinuousOn.stronglyMeasurableAtFilter isOpen_Ioi (hc.mono Ioi_subset_Ici_self) R0 hR)
    (hc.continuousAt (Ici_mem_nhds hR))
```

## (d) Linearity in the perturbation

At a fixed cutoff \(R_0\ge0\), show that

\[
M_k[a+tb](R_0)=M_k[a](R_0)+t\,M_k[b](R_0).
\]

**Solution.** Expand \(4\pi u^k(a+tb)\) and integrate term by term, which (b) permits.

```lean
/-- At a fixed nonnegative cutoff, the moments of continuous holes are linear in the
perturbation strength. -/
theorem radialMoment_perturbedHole (k : ℕ) (ha : ContinuousOn a (Ici 0))
    (hb : ContinuousOn b (Ici 0)) (hR : 0 ≤ R0) (t : ℝ) :
    radialMoment k (perturbedHole a b t) R0 = radialMoment k a R0 + t * radialMoment k b R0 := by
  unfold radialMoment
  rw [← intervalIntegral.integral_const_mul, ← intervalIntegral.integral_add
    (integrable_integrand k ha hR) ((integrable_integrand k hb hR).const_mul t)]
  congr 1
  ext u
  simp only [perturbedHole]
  ring
```

## (e) Slope along a moving cutoff

Let \(R(0)=R_0>0\) and \(R'(0)=r\). Show that

\[
\frac{d}{dt}M_k[a+tb](R(t))\bigg|_0=4\pi R_0^k a(R_0)\,r+M_k[b](R_0).
\]

**Solution.** Since \(R\) is continuous at 0, \(R(t)>0\) for small \(t\), and (d) splits the moment into \(M_k[a](R(t))+t\,M_k[b](R(t))\). The chain rule and (c) give the first term. The product rule gives \(M_k[b](R_0)\) plus a term multiplied by \(t=0\). In Lean, `hev` is the splitting, and `h1`, `h2`, `h3` are the derivatives.

```lean
/-- For continuous `a`, `b` and a differentiable cutoff starting at `R0 > 0`, the slope of a moment
at `t = 0` is a boundary term from the moving cutoff plus the moment of the perturbation. -/
theorem moment_slope (k : ℕ) (ha : ContinuousOn a (Ici 0)) (hb : ContinuousOn b (Ici 0))
    (hR0 : 0 < R0) (h0 : R 0 = R0) (hR : HasDerivAt R r 0) :
    HasDerivAt (fun t => radialMoment k (perturbedHole a b t) (R t))
      (4 * π * R0 ^ k * a R0 * r + radialMoment k b R0) 0 := by
  subst h0
  have h1 : HasDerivAt (fun t => radialMoment k a (R t)) (4 * π * R 0 ^ k * a (R 0) * r) 0 :=
    (radialMoment_hasStrictDerivAt k ha hR0).hasDerivAt.comp (0 : ℝ) hR
  have h2 : HasDerivAt (fun t => radialMoment k b (R t)) (4 * π * R 0 ^ k * b (R 0) * r) 0 :=
    (radialMoment_hasStrictDerivAt k hb hR0).hasDerivAt.comp (0 : ℝ) hR
  have h3 := h1.fun_add ((hasDerivAt_id' (0 : ℝ)).fun_mul h2)
  -- the cutoff stays positive for small `t`, so the moment splits
  have hev : (fun t => radialMoment k (perturbedHole a b t) (R t)) =ᶠ[𝓝 0]
      (fun t => radialMoment k a (R t) + t * radialMoment k b (R t)) := by
    filter_upwards [hR.continuousAt.tendsto.eventually (lt_mem_nhds hR0)] with t ht
    exact radialMoment_perturbedHole k ha hb (le_of_lt ht) t
  exact (h3.congr_of_eventuallyEq hev).congr_deriv (by ring)
```

## (f) A normalizing cutoff

Suppose \(M_2[a](R_0)=1\), the sum rule that an exchange hole removes one electron. Suppose also \(a(R_0)\ne0\), so that moving the cutoff changes the charge to first order. Find \(R(t)\), differentiable at 0, with

\[
R(0)=R_0,\qquad M_2[a+tb](R(t))=1\quad\text{for small }t,
\]

and show that near \((t,R)=(0,R_0)\) no other cutoff normalizes the hole.

**Solution.** Put \(\Phi(t,R)=(t,\;M_2[a](R)+tM_2[b](R))\). Its Jacobian at \((0,R_0)\) is

\[
\begin{pmatrix}1&0\\ M_2[b](R_0)&4\pi R_0^2a(R_0)\end{pmatrix},
\]

with nonzero determinant. So \(\Phi\) has a local inverse \(g\), differentiable at \(\Phi(0,R_0)=(0,1)\). Take \(R(t)\) to be the second component of \(g(t,1)\). If a nearby pair \((t,R)\) has unit charge, then \(\Phi(t,R)=(t,1)\), and applying \(g\) gives \(R=R(t)\).

In Lean, `equiv` inverts the Jacobian and `key` is the strict derivative of \(\Phi\). The right inverse `hgr` gives normalization, and the left inverse `hgl` gives uniqueness.

```lean
/-- If a continuous hole `a` has unit charge inside `R0 > 0` and `a(R0) ≠ 0`, then for a continuous
perturbation `b` a cutoff differentiable at `t = 0` normalizes `a + t b` for small `t`, and it is
the only normalizing cutoff near `R0`. -/
theorem exists_cutoff (ha : ContinuousOn a (Ici 0)) (hb : ContinuousOn b (Ici 0))
    (hR0 : 0 < R0) (ha0 : a R0 ≠ 0) (hn : radialMoment 2 a R0 = 1) :
    ∃ R : ℝ → ℝ, R 0 = R0 ∧ DifferentiableAt ℝ R 0 ∧
      (∀ᶠ t in 𝓝 (0 : ℝ), radialMoment 2 (perturbedHole a b t) (R t) = 1) ∧
      ∀ᶠ p in 𝓝 ((0 : ℝ), R0),
        radialMoment 2 (perturbedHole a b p.1) p.2 = 1 → p.2 = R p.1 := by
  let F := ContinuousLinearMap.fst ℝ ℝ ℝ
  let S := ContinuousLinearMap.snd ℝ ℝ ℝ
  -- the linearized map `(t, R) ↦ (t, charge)` is invertible
  have equiv : ∀ c B : ℝ, c ≠ 0 → ∃ e : (ℝ × ℝ) ≃L[ℝ] (ℝ × ℝ),
      ∀ p, e p = (p.1, c * p.2 + B * p.1) := by
    intro c B hc
    refine ⟨ContinuousLinearEquiv.equivOfInverse (F.prod (c • S + B • F))
      (F.prod (c⁻¹ • (S - B • F))) ?_ ?_, fun p => rfl⟩
    · intro p
      refine Prod.ext rfl ?_
      change c⁻¹ * ((c * p.2 + B * p.1) - B * p.1) = p.2
      rw [add_sub_cancel_right, inv_mul_cancel_left₀ hc]
    · intro p
      refine Prod.ext rfl ?_
      change c * (c⁻¹ * (p.2 - B * p.1)) + B * p.1 = p.2
      rw [mul_inv_cancel_left₀ hc, sub_add_cancel]
  have hc : 4 * π * R0 ^ 2 * a R0 ≠ 0 := mul_ne_zero (by positivity) ha0
  obtain ⟨e, he⟩ := equiv _ (radialMoment 2 b R0) hc
  obtain ⟨Φ, hΦ⟩ : ∃ Φ : ℝ × ℝ → ℝ × ℝ, ∀ p, Φ p =
      (p.1, radialMoment 2 a p.2 + p.1 * radialMoment 2 b p.2) := ⟨_, fun _ => rfl⟩
  have key : HasStrictFDerivAt Φ (e : (ℝ × ℝ) →L[ℝ] (ℝ × ℝ)) ((0 : ℝ), R0) := by
    have hF : HasStrictFDerivAt (fun p : ℝ × ℝ => p.1) F ((0 : ℝ), R0) := hasStrictFDerivAt_fst
    have hS : HasStrictFDerivAt (fun p : ℝ × ℝ => p.2) S ((0 : ℝ), R0) := hasStrictFDerivAt_snd
    have hA : HasStrictFDerivAt (fun p : ℝ × ℝ => radialMoment 2 a p.2)
        ((4 * π * R0 ^ 2 * a R0) • S) ((0 : ℝ), R0) :=
      HasStrictDerivAt.comp_hasStrictFDerivAt ((0 : ℝ), R0)
        (radialMoment_hasStrictDerivAt 2 ha hR0) hS
    have hB : HasStrictFDerivAt (fun p : ℝ × ℝ => radialMoment 2 b p.2)
        ((4 * π * R0 ^ 2 * b R0) • S) ((0 : ℝ), R0) :=
      HasStrictDerivAt.comp_hasStrictFDerivAt ((0 : ℝ), R0)
        (radialMoment_hasStrictDerivAt 2 hb hR0) hS
    have h : HasStrictFDerivAt
        (fun p : ℝ × ℝ => (p.1, radialMoment 2 a p.2 + p.1 * radialMoment 2 b p.2))
        (F.prod ((4 * π * R0 ^ 2 * a R0) • S +
          ((0 : ℝ) • ((4 * π * R0 ^ 2 * b R0) • S) + radialMoment 2 b R0 • F)))
        ((0 : ℝ), R0) := hF.prodMk (hA.add (hF.mul hB))
    rw [show Φ = _ from funext hΦ]
    convert h using 1
    refine ContinuousLinearMap.ext fun p => ?_
    change e p = _
    rw [he]
    refine Prod.ext rfl ?_
    change 4 * π * R0 ^ 2 * a R0 * p.2 + radialMoment 2 b R0 * p.1 =
      4 * π * R0 ^ 2 * a R0 * p.2 +
        (0 * (4 * π * R0 ^ 2 * b R0 * p.2) + radialMoment 2 b R0 * p.1)
    ring
  -- the inverse function theorem supplies the cutoff
  obtain ⟨g, hg0, hgd, hgr, hgl⟩ : ∃ g : ℝ × ℝ → ℝ × ℝ, g (Φ (0, R0)) = (0, R0) ∧
      DifferentiableAt ℝ g (Φ (0, R0)) ∧ (∀ᶠ y in 𝓝 (Φ (0, R0)), Φ (g y) = y) ∧
      ∀ᶠ p in 𝓝 ((0 : ℝ), R0), g (Φ p) = p :=
    ⟨key.localInverse _ _ _, key.localInverse_apply_image,
      key.to_localInverse.hasFDerivAt.differentiableAt,
      key.eventually_right_inverse, key.eventually_left_inverse⟩
  have hp0 : Φ (0, R0) = (0, 1) := by rw [hΦ]; simp [hn]
  rw [hp0] at hg0 hgd hgr
  have h1 : DifferentiableAt ℝ (fun t : ℝ => ((t, 1) : ℝ × ℝ)) 0 := by fun_prop
  have hgd' : DifferentiableAt ℝ g ((fun t : ℝ => ((t, 1) : ℝ × ℝ)) 0) := hgd
  have hd : DifferentiableAt ℝ (fun t : ℝ => (g (t, 1)).2) 0 := (hgd'.comp (0 : ℝ) h1).snd
  have hz : (g (0, 1)).2 = R0 := congrArg Prod.snd hg0
  have hr : ∀ᶠ t in 𝓝 (0 : ℝ), Φ (g (t, 1)) = (t, 1) :=
    h1.continuousAt.tendsto.eventually hgr
  have hpos : ∀ᶠ t in 𝓝 (0 : ℝ), 0 < (g (t, 1)).2 :=
    hd.continuousAt.tendsto.eventually (lt_mem_nhds (by simpa only [hz] using hR0))
  have hpos' : ∀ᶠ p in 𝓝 ((0 : ℝ), R0), 0 < p.2 :=
    continuous_snd.continuousAt.tendsto.eventually (lt_mem_nhds hR0)
  refine ⟨fun t => (g (t, 1)).2, hz, hd, ?_, ?_⟩
  · filter_upwards [hr, hpos] with t ht hp
    rw [hΦ, Prod.mk.injEq] at ht
    obtain ⟨e1, e2⟩ := ht
    rw [e1] at e2
    exact (radialMoment_perturbedHole 2 ha hb hp.le t).trans e2
  · filter_upwards [hgl, hpos'] with p hp hp2 hq
    rw [radialMoment_perturbedHole 2 ha hb hp2.le] at hq
    rw [hΦ, hq] at hp
    exact (congrArg Prod.snd hp).symm
```

## (g) Slope of the Coulomb moment

For any normalizing cutoff that is differentiable at 0 with \(R(0)=R_0>0\), show that

\[
\frac{d}{dt}M_1[a+tb](R(t))\bigg|_0=4\pi\int_0^{R_0}\Big(u-\frac{u^2}{R_0}\Big)b(u)\,du .
\]

**Solution.** The charge is constant, so (e) with \(k=2\) gives

\[
4\pi R_0^2a(R_0)R'(0)+M_2[b](R_0)=0 .
\]

Dividing by \(R_0\) gives \(4\pi R_0a(R_0)R'(0)=-M_2[b](R_0)/R_0\). This is the boundary term in (e) with \(k=1\), so the slope is \(M_1[b](R_0)-M_2[b](R_0)/R_0\), which is the stated integral. The Lean steps are `bal` for the charge balance, `hq` for the division and `hI` for the integral.

```lean
/-- For continuous `a`, `b` and any differentiable normalizing cutoff starting at `R0 > 0`, the
Coulomb moment has slope `4π ∫₀^R0 (u - u²/R0) b(u) du` at `t = 0`. -/
theorem coulomb_slope (ha : ContinuousOn a (Ici 0)) (hb : ContinuousOn b (Ici 0))
    (hR0 : 0 < R0) (h0 : R 0 = R0) (hR : DifferentiableAt ℝ R 0)
    (hn : ∀ᶠ t in 𝓝 (0 : ℝ), radialMoment 2 (perturbedHole a b t) (R t) = 1) :
    HasDerivAt (fun t => radialMoment 1 (perturbedHole a b t) (R t))
      (4 * π * ∫ u in (0 : ℝ)..R0, (u - u ^ 2 / R0) * b u) 0 := by
  -- the charge is constant, so its slope vanishes
  have bal := (moment_slope 2 ha hb hR0 h0 hR.hasDerivAt).unique
    ((hasDerivAt_const (0 : ℝ) (1 : ℝ)).congr_of_eventuallyEq hn)
  have hq : radialMoment 2 b R0 / R0 = -(4 * π * R0 * a R0 * deriv R 0) := by
    rw [div_eq_iff hR0.ne']
    linear_combination bal
  have hI : 4 * π * ∫ u in (0 : ℝ)..R0, (u - u ^ 2 / R0) * b u =
      radialMoment 1 b R0 - radialMoment 2 b R0 / R0 := by
    unfold radialMoment
    rw [← intervalIntegral.integral_const_mul, ← intervalIntegral.integral_div,
      ← intervalIntegral.integral_sub (integrable_integrand 1 hb hR0.le)
        ((integrable_integrand 2 hb hR0.le).div_const R0)]
    congr 1
    ext u
    ring
  refine (moment_slope 1 ha hb hR0 h0 hR.hasDerivAt).congr_deriv ?_
  rw [hI]
  linear_combination hq
```

## (h) Existence and slope together

Under the hypotheses of (f), show that some \(R(t)\), differentiable at 0, satisfies

\[
R(0)=R_0,\qquad M_2[a+tb](R(t))=1\ \text{ for small }t,
\]

and has the slope found in (g).

**Solution.** Take the cutoff from (f) and apply (g) to it.

```lean
/-- A continuous hole `a` with unit charge inside `R0 > 0` and `a(R0) ≠ 0`, perturbed by a
continuous `b`, has a cutoff starting at `R0` that is differentiable at `t = 0` and normalizes
`a + t b` for small `t`. Along this cutoff the Coulomb moment has slope
`4π ∫₀^R0 (u - u²/R0) b(u) du` at `t = 0`. -/
theorem cutoff_response (ha : ContinuousOn a (Ici 0)) (hb : ContinuousOn b (Ici 0))
    (hR0 : 0 < R0) (ha0 : a R0 ≠ 0) (hn : radialMoment 2 a R0 = 1) :
    ∃ R : ℝ → ℝ, R 0 = R0 ∧ DifferentiableAt ℝ R 0 ∧
      (∀ᶠ t in 𝓝 (0 : ℝ), radialMoment 2 (perturbedHole a b t) (R t) = 1) ∧
      HasDerivAt (fun t => radialMoment 1 (perturbedHole a b t) (R t))
        (4 * π * ∫ u in (0 : ℝ)..R0, (u - u ^ 2 / R0) * b u) 0 := by
  obtain ⟨R, h0, hd, hR, -⟩ := exists_cutoff ha hb hR0 ha0 hn
  exact ⟨R, h0, hd, hR, coulomb_slope ha hb hR0 h0 hd hR⟩
```

## (i) Sign of the response

In the setting of (g), let \(b\ge0\) on \([0,R_0]\). Show that

\[
\frac{d}{dt}M_1[a+tb](R(t))\bigg|_0\ge0 .
\]

**Solution.** The weight is \(u-u^2/R_0=u(R_0-u)/R_0\ge0\) on \([0,R_0]\), so the integrand in (g) is nonnegative. The `nlinarith` call uses the same product \(u(R_0-u)\).

```lean
/-- Along a differentiable normalizing cutoff starting at `R0 > 0`, a continuous perturbation that
is nonnegative on `[0, R0]` gives the Coulomb moment of a continuous hole a nonnegative slope at
`t = 0`. -/
theorem coulomb_slope_nonneg (ha : ContinuousOn a (Ici 0)) (hb : ContinuousOn b (Ici 0))
    (hR0 : 0 < R0) (h0 : R 0 = R0) (hR : DifferentiableAt ℝ R 0)
    (hn : ∀ᶠ t in 𝓝 (0 : ℝ), radialMoment 2 (perturbedHole a b t) (R t) = 1)
    (hpos : ∀ u ∈ Icc 0 R0, 0 ≤ b u) :
    0 ≤ deriv (fun t => radialMoment 1 (perturbedHole a b t) (R t)) 0 := by
  rw [(coulomb_slope ha hb hR0 h0 hR hn).deriv]
  refine mul_nonneg (by positivity) (intervalIntegral.integral_nonneg hR0.le fun u hu => ?_)
  refine mul_nonneg (sub_nonneg.mpr ?_) (hpos u hu)
  rw [div_le_iff₀ hR0]
  nlinarith [mul_nonneg hu.1 (sub_nonneg.mpr hu.2)]
```

## (j) Uniform deepening

In the setting of (g), let \(b=a\). Show that

\[
\frac{d}{dt}M_1[(1+t)a](R(t))\bigg|_0=M_1[a](R_0)-\frac1{R_0}.
\]

**Solution.** The slope is \(M_1[a](R_0)-M_2[a](R_0)/R_0\), and normalization at \(t=0\) gives \(M_2[a](R_0)=1\). Lean extracts this charge as `h1` and repeats the charge balance of (g).

```lean
/-- When a continuous hole is deepened uniformly to `(1 + t) a`, with a differentiable normalizing
cutoff starting at `R0 > 0`, the slope of its Coulomb moment at `t = 0` is the initial moment minus
`1/R0`. -/
theorem uniform_deepening (ha : ContinuousOn a (Ici 0))
    (hR0 : 0 < R0) (h0 : R 0 = R0) (hR : DifferentiableAt ℝ R 0)
    (hn : ∀ᶠ t in 𝓝 (0 : ℝ), radialMoment 2 (perturbedHole a a t) (R t) = 1) :
    HasDerivAt (fun t => radialMoment 1 (perturbedHole a a t) (R t))
      (radialMoment 1 a R0 - 1 / R0) 0 := by
  have bal := (moment_slope 2 ha ha hR0 h0 hR.hasDerivAt).unique
    ((hasDerivAt_const (0 : ℝ) (1 : ℝ)).congr_of_eventuallyEq hn)
  have h1 := hn.self_of_nhds
  rw [h0, radialMoment_perturbedHole 2 ha ha hR0.le, zero_mul, add_zero] at h1
  rw [h1] at bal
  have hq : 1 / R0 = -(4 * π * R0 * a R0 * deriv R 0) := by
    rw [div_eq_iff hR0.ne']
    linear_combination bal
  refine (moment_slope 1 ha ha hR0 h0 hR.hasDerivAt).congr_deriv ?_
  linear_combination hq

end

end RealSpaceCutoff
```

```lean
#print axioms RealSpaceCutoff.cutoff_response
-- 'RealSpaceCutoff.cutoff_response' depends on axioms: [propext, Classical.choice, Quot.sound]
#print axioms RealSpaceCutoff.coulomb_slope_nonneg
-- 'RealSpaceCutoff.coulomb_slope_nonneg' depends on axioms: [propext, Classical.choice, Quot.sound]
#print axioms RealSpaceCutoff.uniform_deepening
-- 'RealSpaceCutoff.uniform_deepening' depends on axioms: [propext, Classical.choice, Quot.sound]
```

## A constant hole with unit cutoff

Take \(R_0=1\) and \(a=3/(4\pi)\). Then \(M_2[a](1)=1\) and \(M_1[a](1)=3/2\), so (j) predicts the slope \(3/2-1=1/2\). Directly, \((1+t)R^3=1\) gives \(R=(1+t)^{-1/3}\) and

\[
M_1=\tfrac32(1+t)R^2=\tfrac32(1+t)^{1/3},
\]

whose slope at 0 is \(1/2\). At \(t=0.1\) the moment is about 1.548, and the linear estimate is 1.55.

## In the construction of a gradient-corrected functional

In a real-space cutoff construction, the parts of the gradient-expanded hole that have the wrong sign are first set to zero. In a simple numerical version, the resulting model hole is then spherically averaged and evaluated on a radial grid for each value of the reduced density gradient. The charge is summed outward until it reaches one, and the Coulomb moment inside that radius gives the exchange energy. For a small change of the hole that is linear in \(t\), and under the hypotheses of (h), including \(a(R_0)\ne0\), the first-order energy change per electron is

\[
-2\pi t\int_0^{R_0}\Big(u-\frac{u^2}{R_0}\Big)b(u)\,du,
\]

which uses the old cutoff and does not require locating the new one.
